# Excess core charge of a pseudo-orbital over the large component of a relativistic orbital

A relativistic valence orbital has a large radial component \(P\) and a small one \(Q\), which share one unit of charge. A scalar-relativistic effective core potential, as used in quantum Monte Carlo, works with one-component pseudo-orbitals. Take one such function \(\varphi\) for this orbital, leaving aside the average over spin-orbit partners. Suppose that \(\varphi\) also carries unit charge and coincides with \(P\) beyond a core radius \(R\). How much more charge than \(P\) does it hold inside \(R\)?

```lean
import Mathlib

open MeasureTheory Set Filter Topology

namespace ScalarRelativisticCoreCharge

noncomputable section
```

Let \(P\) be real and continuously differentiable, with compact support in \(r>0\). It then vanishes near the nucleus and far away, which idealises the power-law onset and exponential tail of a real orbital. `IsRadial` records these conditions for a function on the whole line.

```lean
/-- A radial large component: continuously differentiable, with compact support inside `r > 0`. -/
structure IsRadial (P : ℝ → ℝ) : Prop where
  differentiable : Differentiable ℝ P
  continuous_deriv : Continuous (deriv P)
  compact : HasCompactSupport P
  support_pos : tsupport P ⊆ Ioi 0
```

The small component is taken to be
\[
Q=\frac a2\left(P'+\frac{kP}{r}\right).
\]
This is the radial Dirac relation with the potential and the orbital energy (rest energy excluded) neglected against twice the rest energy. It is assumed here, not derived. Physically, \(a=\hbar/(mc)\) with \(m\) the electron mass, and \(k\) is the relativistic angular quantum number: for orbital angular momentum \(l\) it equals \(-(l+1)\) or, when \(l\ge1\), \(l\). The theorems allow any real \(a\) and \(k\).

```lean
/-- The small component `Q = (a/2)(P' + k P/r)` on the domain `r > 0`. -/
def smallComponent (a k : ℝ) (P : ℝ → ℝ) (r : ℝ) : ℝ :=
  a / 2 * (deriv P r + k * P r / r)
```

Define also
\[
G_k=\int_0^\infty\left[(P')^2+\frac{k(k+1)P^2}{r^2}\right]dr .
\]
For physical \(k\), this is twice the nonrelativistic kinetic-energy integral in atomic units, evaluated with \(P\) as it stands; an expectation value would need division by \(\int_0^\infty P^2\,dr\).

```lean
/-- The radial gradient form: the integral of `(P')² + k(k+1) P²/r²` over `r > 0`. -/
def gradientForm (k : ℝ) (P : ℝ → ℝ) : ℝ :=
  ∫ r in Ioi (0 : ℝ), ((deriv P r) ^ 2 + k * (k + 1) * P r ^ 2 / r ^ 2)
```

Write \(w=P/r\), set to zero for \(r\le0\), and
\[
D=\int_0^\infty (P')^2dr,\qquad X=\int_0^\infty P'w\,dr,\qquad W=\int_0^\infty w^2dr .
\]

## (a) The large component near the origin

Show that for each \(r\le0\),
\[
P(y)=0\quad\text{for all } y \text{ close enough to } r .
\]

The support is closed and does not contain \(r\), so a neighbourhood of \(r\) misses it.

```lean
/-- A radial component vanishes in a neighbourhood of every point `r ≤ 0`. -/
theorem IsRadial.eventually_zero {P : ℝ → ℝ} (hP : IsRadial P) {r : ℝ} (hr : r ≤ 0) :
    ∀ᶠ y in 𝓝 r, P y = 0 := by
  have h : r ∉ tsupport P := fun h => not_lt_of_ge hr (hP.support_pos h)
  exact notMem_tsupport_iff_eventuallyEq.mp h
```

## (b) Dividing by the radius

Show that \(w\in C_c(\mathbb R)\): it is continuous with compact support.

For \(r>0\) it is a quotient of continuous functions with nonzero denominator. Near any \(r\le0\) it is zero by (a). Its support lies within that of \(P\).

```lean
/-- For a radial component, `P/r` is continuous and has compact support. -/
theorem IsRadial.div_radius {P : ℝ → ℝ} (hP : IsRadial P) :
    Continuous (fun r => P r / r) ∧ HasCompactSupport (fun r => P r / r) := by
  constructor
  · rw [continuous_iff_continuousAt]
    intro r
    rcases lt_or_ge 0 r with hr | hr
    · exact hP.differentiable.continuous.continuousAt.div continuousAt_id hr.ne'
    · have h : (fun _ : ℝ => (0 : ℝ)) =ᶠ[𝓝 r] (fun y => P y / y) := by
        filter_upwards [hP.eventually_zero hr] with y hy
        simp [hy]
      exact continuousAt_const.congr h
  · have h : (fun r => P r / r) = P * (fun r => r⁻¹) := by
      ext r
      simp [div_eq_mul_inv]
    rw [h]
    exact hP.compact.mul_right
```

## (c) Integrable products

For continuous \(f,g\), with \(g\) of compact support, show that
\[
\int_{-\infty}^{\infty}|fg|\,dr<\infty .
\]

The product is continuous and has compact support, so it is bounded and vanishes outside a bounded set.

```lean
/-- Products of two continuous functions, the second of compact support, are integrable. -/
theorem integrable_product {f g : ℝ → ℝ} (hf : Continuous f) (hg : Continuous g)
    (hc : HasCompactSupport g) : Integrable (fun r => f r * g r) :=
  (hf.mul hg).integrable_of_hasCompactSupport hc.mul_left
```

## (d) The cross term

Show that
\[
2X=W .
\]

Differentiate:
\[
\frac{d}{dr}\frac{P^2}{r}=\frac{2P'P}{r}-\frac{P^2}{r^2}=2P'w-w^2 .
\]
The left side integrates to zero because \(P^2/r\) vanishes at both ends. In the code, `hd` establishes this derivative on the whole line, using (a) for \(r\le0\); the integrals are then restricted to \(r>0\).

```lean
/-- Radial integration by parts: twice the integral of `P' P/r` equals that of `(P/r)²`. -/
theorem integral_cross {P : ℝ → ℝ} (hP : IsRadial P) :
    2 * ∫ r in Ioi (0 : ℝ), deriv P r * (P r / r) = ∫ r in Ioi (0 : ℝ), (P r / r) ^ 2 := by
  obtain ⟨wc, ws⟩ := hP.div_radius
  have i1 : Integrable (fun r => 2 * (deriv P r * (P r / r))) :=
    (integrable_product hP.continuous_deriv wc ws).const_mul 2
  have i2 : Integrable (fun r => (P r / r) ^ 2) := by
    simpa only [pow_two] using integrable_product wc wc ws
  have i3 : Integrable (fun r => P r * P r * r⁻¹) := by
    simpa only [div_eq_mul_inv, mul_assoc] using
      integrable_product hP.differentiable.continuous wc ws
  -- the derivative of P²/r, also at r ≤ 0 where P vanishes
  have hd : ∀ r, HasDerivAt (fun r => P r * P r * r⁻¹)
      (2 * (deriv P r * (P r / r)) - (P r / r) ^ 2) r := by
    intro r
    rcases lt_or_ge 0 r with hr | hr
    · have h := (hP.differentiable r).hasDerivAt
      exact ((h.fun_mul h).fun_mul (hasDerivAt_inv hr.ne')).congr_deriv (by ring)
    · have h0 : P r = 0 := (hP.eventually_zero hr).self_of_nhds
      have h : (fun r => P r * P r * r⁻¹) =ᶠ[𝓝 r] (fun _ => (0 : ℝ)) := by
        filter_upwards [hP.eventually_zero hr] with y hy
        simp [hy]
      exact ((hasDerivAt_const r (0 : ℝ)).congr_of_eventuallyEq h).congr_deriv (by simp [h0])
  have h0 := integral_eq_zero_of_hasDerivAt_of_integrable hd (i1.sub i2) i3
  rw [integral_sub i1 i2, integral_const_mul] at h0
  have hz : ∀ r, r ∉ Ioi (0 : ℝ) → P r = 0 := fun r hr =>
    (hP.eventually_zero (not_lt.mp hr)).self_of_nhds
  rw [setIntegral_eq_integral_of_forall_compl_eq_zero (fun r hr => by simp [hz r hr]),
    setIntegral_eq_integral_of_forall_compl_eq_zero (fun r hr => by simp [hz r hr])]
  linarith
```

## (e) Integrating a quadratic form

For real \(x,y,z\), show that the integrand below is integrable and
\[
\int_0^\infty\left(x(P')^2+yP'w+zw^2\right)dr=xD+yX+zW .
\]

Each term is integrable by (b) and (c), so linearity applies.

```lean
/-- Any quadratic form in `P'` and `P/r` is integrable over `r > 0` and integrates term by term. -/
theorem integral_quadratic {P : ℝ → ℝ} (hP : IsRadial P) (x y z : ℝ) :
    Integrable (fun r => x * (deriv P r) ^ 2 + y * (deriv P r * (P r / r)) + z * (P r / r) ^ 2)
      (volume.restrict (Ioi 0)) ∧
    ∫ r in Ioi (0 : ℝ),
        (x * (deriv P r) ^ 2 + y * (deriv P r * (P r / r)) + z * (P r / r) ^ 2) =
      x * (∫ r in Ioi (0 : ℝ), (deriv P r) ^ 2)
        + y * (∫ r in Ioi (0 : ℝ), deriv P r * (P r / r))
        + z * ∫ r in Ioi (0 : ℝ), (P r / r) ^ 2 := by
  obtain ⟨wc, ws⟩ := hP.div_radius
  have j1 : Integrable (fun r => (deriv P r) ^ 2) := by
    simpa only [pow_two] using
      integrable_product hP.continuous_deriv hP.continuous_deriv hP.compact.deriv
  have j3 : Integrable (fun r => (P r / r) ^ 2) := by
    simpa only [pow_two] using integrable_product wc wc ws
  have i1 : Integrable (fun r => x * (deriv P r) ^ 2) (volume.restrict (Ioi 0)) :=
    j1.restrict.const_mul x
  have i2 : Integrable (fun r => y * (deriv P r * (P r / r))) (volume.restrict (Ioi 0)) :=
    (integrable_product hP.continuous_deriv wc ws).restrict.const_mul y
  have i3 : Integrable (fun r => z * (P r / r) ^ 2) (volume.restrict (Ioi 0)) :=
    j3.restrict.const_mul z
  have i12 : Integrable (fun r => x * (deriv P r) ^ 2 + y * (deriv P r * (P r / r)))
      (volume.restrict (Ioi 0)) := i1.add i2
  refine ⟨i12.add i3, ?_⟩
  rw [integral_add i12 i3, integral_add i1 i2, integral_const_mul, integral_const_mul,
    integral_const_mul]
```

## (f) Splitting the gradient form

Show that
\[
G_k=D+k(k+1)W .
\]

Since \(P^2/r^2=w^2\) for \(r>0\), take \(x=1\), \(y=0\), \(z=k(k+1)\) in (e).

```lean
/-- The gradient form is the integral of `(P')²` plus `k(k+1)` times the integral of `(P/r)²`. -/
theorem gradientForm_eq {P : ℝ → ℝ} (hP : IsRadial P) (k : ℝ) :
    gradientForm k P = (∫ r in Ioi (0 : ℝ), (deriv P r) ^ 2)
      + k * (k + 1) * ∫ r in Ioi (0 : ℝ), (P r / r) ^ 2 := by
  have e : ∀ r, (deriv P r) ^ 2 + k * (k + 1) * P r ^ 2 / r ^ 2 =
      1 * (deriv P r) ^ 2 + 0 * (deriv P r * (P r / r)) + k * (k + 1) * (P r / r) ^ 2 := by
    intro r
    ring
  rw [gradientForm, integral_congr_ae (ae_of_all _ e), (integral_quadratic hP _ _ _).2]
  ring
```

## (g) Charge in the small component

Show that \(Q^2\) is integrable and
\[
\int_0^\infty Q^2dr=\frac{a^2}{4}G_k .
\]

Expand the square, then use (e), (d) and (f):
\[
\int_0^\infty Q^2dr=\frac{a^2}{4}(D+2kX+k^2W)=\frac{a^2}{4}\left(D+k(k+1)W\right).
\]
The final `linear_combination` inserts (d) with weight \(a^2k/4\).

```lean
/-- The square of the small component is integrable over `r > 0`, and its integral is `a²/4` times
the gradient form. -/
theorem smallComponent_norm {P : ℝ → ℝ} (hP : IsRadial P) (a k : ℝ) :
    Integrable (fun r => smallComponent a k P r ^ 2) (volume.restrict (Ioi 0)) ∧
    ∫ r in Ioi (0 : ℝ), smallComponent a k P r ^ 2 = a ^ 2 / 4 * gradientForm k P := by
  have e : (fun r => smallComponent a k P r ^ 2) = fun r => a ^ 2 / 4 * (deriv P r) ^ 2
      + a ^ 2 / 2 * k * (deriv P r * (P r / r)) + a ^ 2 / 4 * k ^ 2 * (P r / r) ^ 2 := by
    funext r
    unfold smallComponent
    ring
  rw [e]
  refine ⟨(integral_quadratic hP _ _ _).1, ?_⟩
  rw [(integral_quadratic hP _ _ _).2, gradientForm_eq hP]
  linear_combination (a ^ 2 / 4 * k) * integral_cross hP
```

## (h) Spin-orbit partners

Write \(Q_k\) for the small component with parameter \(k\). For the same \(P\), show that
\[
\int_0^\infty Q_l^2dr=\int_0^\infty Q_{-(l+1)}^2dr .
\]

By (g) and (f), only \(k(k+1)\) matters, and both values give \(l(l+1)\). Actual partners generally have different large components, which this comparison ignores.

```lean
/-- The small components for `k = l` and `k = -(l+1)` built on the same `P` have equal norm. -/
theorem smallComponent_norm_partner {P : ℝ → ℝ} (hP : IsRadial P) (a l : ℝ) :
    ∫ r in Ioi (0 : ℝ), smallComponent a l P r ^ 2 =
      ∫ r in Ioi (0 : ℝ), smallComponent a (-(l + 1)) P r ^ 2 := by
  rw [(smallComponent_norm hP a l).2, (smallComponent_norm hP a (-(l + 1))).2,
    gradientForm_eq hP, gradientForm_eq hP]
  ring
```

## (i) Excess core charge over the large component

Assume \(\int_0^\infty(P^2+Q^2)dr=1\), \(\int_0^\infty\varphi^2dr=1\), and \(\varphi=P\) for \(r>R\). Show that
\[
\int_0^R(\varphi^2-P^2)dr=\frac{a^2}{4}G_k .
\]

The integrand vanishes beyond \(R\), so
\[
\int_0^R(\varphi^2-P^2)dr=\int_0^\infty(\varphi^2-P^2)dr
=1-\int_0^\infty P^2dr=\int_0^\infty Q^2dr ,
\]
and (g) finishes. The three assumptions are `hnorm`, `hφ` and `hmatch`. Lean gives a non-integrable function the integral zero, so `hφ` already forces \(\varphi^2\) to be integrable.

For a pseudopotential construction that imposes these conditions, with \(P\) not renormalised, this gives the core charge of \(\varphi\) in excess of that of \(P\), within the assumed form of \(Q\). The excess over the whole orbital, with density \(P^2+Q^2\), is only \(\int_R^\infty Q^2dr\), because the part of \(Q^2\) inside \(R\) was already in the core. Other norm-conserving conventions can give a different excess. The result constructs neither \(\varphi\) nor a potential. In the limiting case \(a=0\), \(Q\) vanishes and \(\varphi\) and \(P\) hold equal total charge inside \(R\).

```lean
/-- If `P² + Q²` and `φ²` both integrate to one and `φ = P` beyond `R`, the integral of `φ² - P²`
over `(0, R)` is `a²/4` times the gradient form of `P`. -/
theorem core_charge_transfer {P φ : ℝ → ℝ} (hP : IsRadial P) (a k R : ℝ)
    (hnorm : ∫ r in Ioi (0 : ℝ), (P r ^ 2 + smallComponent a k P r ^ 2) = 1)
    (hφ : ∫ r in Ioi (0 : ℝ), φ r ^ 2 = 1) (hmatch : ∀ r, R < r → φ r = P r) :
    ∫ r in Ioo 0 R, (φ r ^ 2 - P r ^ 2) = a ^ 2 / 4 * gradientForm k P := by
  have iφ : Integrable (fun r => φ r ^ 2) (volume.restrict (Ioi 0)) := by
    by_contra h
    rw [integral_undef h] at hφ
    exact zero_ne_one hφ
  have jP : Integrable (fun r => P r ^ 2) := by
    simpa only [pow_two] using integrable_product hP.differentiable.continuous
      hP.differentiable.continuous hP.compact
  have iP : Integrable (fun r => P r ^ 2) (volume.restrict (Ioi 0)) := jP.restrict
  -- outside the core the two densities agree
  have hout : ∀ r ∈ Ioi (0 : ℝ) \ Ioc 0 R, φ r ^ 2 - P r ^ 2 = 0 := by
    intro r hr
    have h : R < r := not_le.mp fun h => hr.2 ⟨hr.1, h⟩
    rw [hmatch r h, sub_self]
  rw [integral_add iP (smallComponent_norm hP a k).1, (smallComponent_norm hP a k).2] at hnorm
  rw [← integral_Ioc_eq_integral_Ioo,
    ← MeasureTheory.setIntegral_eq_of_subset_of_forall_sdiff_eq_zero measurableSet_Ioi Ioc_subset_Ioi_self hout,
    integral_sub iφ iP, hφ]
  linarith
```

## (j) A lower bound

Under the assumptions of (i), show that
\[
\int_0^R(\varphi^2-P^2)dr\ge\frac{a^2}{4}\left(k+\tfrac12\right)^2W .
\]

Put \(a=2\), \(k=-\tfrac12\) in (g). The left side is nonnegative, so \(D-\tfrac14W\ge0\), a Hardy inequality for \(P\). Hence
\[
G_k=D+k(k+1)W\ge\left(k+\tfrac12\right)^2W .
\]
Multiply by \(a^2/4\) and use (i). The code obtains the same positivity in `h`.

```lean
/-- Under the same matching conditions, the integral of `φ² - P²` over `(0, R)` is at least
`(a²/4)(k + 1/2)²` times the integral of `(P/r)²`. -/
theorem core_charge_lower_bound {P φ : ℝ → ℝ} (hP : IsRadial P) (a k R : ℝ)
    (hnorm : ∫ r in Ioi (0 : ℝ), (P r ^ 2 + smallComponent a k P r ^ 2) = 1)
    (hφ : ∫ r in Ioi (0 : ℝ), φ r ^ 2 = 1) (hmatch : ∀ r, R < r → φ r = P r) :
    a ^ 2 / 4 * ((k + 1 / 2) ^ 2 * ∫ r in Ioi (0 : ℝ), (P r / r) ^ 2) ≤
      ∫ r in Ioo 0 R, (φ r ^ 2 - P r ^ 2) := by
  rw [core_charge_transfer hP a k R hnorm hφ hmatch]
  -- positivity of the small-component norm at k = -1/2
  have h : 0 ≤ ∫ r in Ioi (0 : ℝ), smallComponent 2 (-1 / 2) P r ^ 2 :=
    integral_nonneg fun r => sq_nonneg _
  rw [(smallComponent_norm hP 2 (-1 / 2)).2, gradientForm_eq hP] at h
  apply mul_le_mul_of_nonneg_left _ (by positivity)
  rw [gradientForm_eq hP]
  linarith

end

end ScalarRelativisticCoreCharge
```

```lean
#print axioms ScalarRelativisticCoreCharge.smallComponent_norm_partner
#print axioms ScalarRelativisticCoreCharge.core_charge_lower_bound
```

```
'ScalarRelativisticCoreCharge.smallComponent_norm_partner' depends on axioms: [propext, Classical.choice, Quot.sound]
'ScalarRelativisticCoreCharge.core_charge_lower_bound' depends on axioms: [propext, Classical.choice, Quot.sound]
```
